# In its energy eigenbasis, a finite-dimensional Hamiltonian's propagator is diagonal with entries exp(−iτE)

Take a Hamiltonian on a finite-dimensional state space, written as H = U diag(e) U†, where U is unitary and the energies e are real. The columns of U are then orthonormal energy eigenstates. The theorem `propagator_fromLevels` says that the propagator exp(−iτH), for any real time step τ and in units with ħ = 1, equals U diag(exp(−iτe)) U†, so each eigenstate only collects its own phase. The attempt moves the factor −iτ into the diagonal matrix, takes U and its inverse outside the matrix exponential, and reduces the exponential of a diagonal matrix to the exponential of the function listing its entries. The step `hexp` must then show that this last exponential is the list of phases.

In Lean, a first try:

```lean
import Mathlib

open Matrix NormedSpace
open scoped Real

namespace PropagatorFromLevels

noncomputable section

variable {n : Type*} [Fintype n] [DecidableEq n]

/-- The propagator `exp(-i τ H)` over one time step `τ`. -/
def propagator (τ : ℝ) (H : Matrix n n ℂ) : Matrix n n ℂ :=
  NormedSpace.exp ((-(Complex.I * τ)) • H)

/-- The phase `exp(-i τ E)` that a level of energy `E` collects in one time step. -/
def phase (τ E : ℝ) : ℂ := Complex.exp (-(Complex.I * τ) * E)

/-- The matrix `U diag(e) U†` built from real energies `e` and a matrix `U` of states. -/
def fromLevels (U : Matrix n n ℂ) (e : n → ℝ) : Matrix n n ℂ :=
  U * diagonal (fun k => (e k : ℂ)) * Uᴴ

/-- For unitary `U`, the propagator of `U diag(e) U†` is `U diag(exp(-i τ e)) U†`. -/
theorem propagator_fromLevels (τ : ℝ) {U : Matrix n n ℂ} (hU : Uᴴ * U = 1) (e : n → ℝ) :
    propagator τ (fromLevels U e) = U * diagonal (fun k => phase τ (e k)) * Uᴴ := by
  have hU' : U * Uᴴ = 1 := mul_eq_one_comm.mp hU
  have hinv : U⁻¹ = Uᴴ := Matrix.inv_eq_right_inv hU'
  have hunit : IsUnit U := ⟨⟨U, Uᴴ, hU', hU⟩, rfl⟩
  have hd : (-(Complex.I * τ)) • diagonal (fun k => (e k : ℂ)) =
      diagonal (fun k => -(Complex.I * τ) * (e k : ℂ)) := by
    ext i j
    by_cases h : i = j <;> simp [Matrix.diagonal_apply, h]
  have hs : (-(Complex.I * τ)) • fromLevels U e =
      U * diagonal (fun k => -(Complex.I * τ) * (e k : ℂ)) * U⁻¹ := by
    rw [fromLevels, hinv, ← hd, Matrix.mul_smul, Matrix.smul_mul]
  have hexp : NormedSpace.exp (fun k => -(Complex.I * τ) * (e k : ℂ)) =
      fun k => phase τ (e k) := by
    funext k
    rw [Pi.exp_apply, phase, Complex.exp_eq_exp_ℂ]
  rw [propagator, hs, Matrix.exp_conj _ _ hunit, Matrix.exp_diagonal, hexp, hinv]

end

end PropagatorFromLevels
```

The compiler's answer:

```
Main.lean:39:8: error(lean.unknownIdentifier): Unknown identifier `Pi.exp_apply`
Main.lean:32:33: warning: This simp argument is unused:
  Matrix.diagonal_apply

Hint: Omit it from the simp argument list.
  [apply] simp [h]

Note: This linter can be disabled with `set_option linter.unusedSimpArgs false`
```

Cause. The error is in `hexp`. After `funext k`, the left side is the exponential of a whole function, evaluated at `k`, and the right side is the single number `phase τ (e k)`. The proof needs the fact that the exponential of a function is taken entry by entry. It asks for this under the name `Pi.exp_apply`, but Lean finds no declaration of that name, so the `rw` fails.

The repair replaces the `rw` with `simp [phase, Complex.exp_eq_exp_ℂ]`. The two lemmas given to `simp` unfold the phase and turn `Complex.exp` into `NormedSpace.exp`, as before. The entry-by-entry evaluation now comes from the lemmas `simp` uses by default, so the proof no longer has to name it.

The other change is mere tidying. Lean warned that `Matrix.diagonal_apply` was an unused argument to `simp` in the proof of `hd`, and it has been removed.

This version goes through:

```diff
@@ -30,5 +30,5 @@
       diagonal (fun k => -(Complex.I * τ) * (e k : ℂ)) := by
     ext i j
-    by_cases h : i = j <;> simp [Matrix.diagonal_apply, h]
+    by_cases h : i = j <;> simp [h]
   have hs : (-(Complex.I * τ)) • fromLevels U e =
       U * diagonal (fun k => -(Complex.I * τ) * (e k : ℂ)) * U⁻¹ := by
@@ -37,5 +37,5 @@
       fun k => phase τ (e k) := by
     funext k
-    rw [Pi.exp_apply, phase, Complex.exp_eq_exp_ℂ]
+    simp [phase, Complex.exp_eq_exp_ℂ]
   rw [propagator, hs, Matrix.exp_conj _ _ hunit, Matrix.exp_diagonal, hexp, hinv]
 
```
